# Bounds on the direct RPA correlation energy from the plasmon formula, for positive gaps and positive semidefinite coupling

A mean-field calculation for a finite system in a finite basis leaves a finite set of particle–hole excitations, each with an orbital-energy gap, and the Coulomb interaction couples them into collective modes with shifted frequencies. In the direct random-phase approximation (RPA) the correlation energy is the change in zero-point energy of these modes, less the first-order shift. It comes out as a difference of three traces, and its sign and size are not evident from that form. When all gaps are positive and the coupling matrix is real and positive semidefinite, the energy lies in a window that can be computed from the diagonal of the coupling alone.

## The energy window

Let i label the particle–hole pairs, let dᵢ > 0 be the gap of pair i, and let D be the diagonal matrix with entries dᵢ. Let K be the real symmetric coupling matrix, and write M ⪰ 0 for "M is symmetric and positive semidefinite". The Casida matrix C and the energy E are

    C = D² + 2 D^(1/2) K D^(1/2)
    E = (Tr S − Tr D − Tr K) / 2,   where S ⪰ 0 and S² = C.

The eigenvalues of S are the RPA excitation energies, so Tr S is their sum. For K ⪰ 0,

    S − D ⪰ 0,   Tr S ≤ Tr(D + K),   −Tr K / 2 ≤ E ≤ 0,

and each end of the window is reached exactly when K = 0. A further upper bound compares E with uncoupled modes, and it needs no sign condition on K once a root S exists:

    E ≤ Σᵢ ε(dᵢ, Kᵢᵢ),   ε(d, k) = (√(d² + 2dk) − d − k) / 2.

The condition dᵢ > 0 says that every virtual orbital lies strictly above every occupied orbital it is paired with. The condition K ⪰ 0 expresses that the Coulomb self-energy of any real combination of transition densities is non-negative. The factor 2 fixes the convention: in terms of the usual RPA blocks, A = D + K and B = K, so that A − B = D and A + B = D + 2K. In a basis of real spin orbitals, with pair i exciting orbital p to a and pair j exciting q to b, Kᵢⱼ is the Coulomb integral (pa|qb); a closed-shell code working in the singlet block has to absorb its spin factor into K.

## Assertions for a program that diagonalises the Casida matrix

A program for a finite, gapped system with real orbitals that builds C, diagonalises it and sums the square roots of the eigenvalues reports E as a correlation energy and expects it to be non-positive. The window turns that expectation into run-time assertions. The quantities Tr K and Σᵢ ε(dᵢ, Kᵢᵢ) cost one pass over the diagonal, and a computed E above the single-mode sum or below −Tr K / 2, beyond rounding, signals an error in the assembly of C, in its diagonalisation, in the traces, or in the positivity of K. Passing the assertions shows less: the window can be wide, and a wrong K that is still positive semidefinite, for instance one with a missing spin factor, satisfies them as well if it is used throughout.

A two-mode case with integer entries serves as a reference input. With indices 0 and 1, take d₀ = 1, d₁ = 4 and

    K = [[32, 15], [15, 8]],   C = [[65, 60], [60, 80]],   S = [[7, 4], [4, 8]].

Then E = (15 − 5 − 40)/2 = −15, inside the window from −20 to 0, and the single-mode sum (√65 + √80 − 45)/2 is about −14.0.

## From S² = C to the traces

The lower bound rests on monotonicity of the matrix square root. From the definition, S² − D² = 2 D^(1/2) K D^(1/2), and for any vector x, with y = D^(1/2) x,

    xᵀ D^(1/2) K D^(1/2) x = yᵀ K y ≥ 0,

so S² − D² ⪰ 0. The matrices S and D need not commute, so S² − D² need not factor as (S − D)(S + D). With T = S − D it splits as

    S T + T D = S² − S D + S D − D² = S² − D².

Let v ≠ 0 be an eigenvector of the symmetric matrix T with eigenvalue μ. Then T v = μ v and vᵀ T = μ vᵀ, which gives

    0 ≤ vᵀ(S² − D²)v = vᵀ S T v + vᵀ T D v = μ (vᵀ S v + vᵀ D v).

The bracket is strictly positive, because vᵀ S v ≥ 0 and vᵀ D v > 0. Hence μ ≥ 0 for every eigenvalue and S − D ⪰ 0. A positive semidefinite matrix has non-negative trace, so Tr S ≥ Tr D and E ≥ −Tr K / 2.

The upper bounds use only diagonals. Since D is diagonal, Cᵢᵢ = dᵢ² + 2 dᵢ Kᵢᵢ, and since S is symmetric,

    Sᵢᵢ² ≤ Σⱼ Sᵢⱼ² = (S²)ᵢᵢ = dᵢ² + 2 dᵢ Kᵢᵢ.

Taking the root gives Sᵢᵢ ≤ √(dᵢ² + 2 dᵢ Kᵢᵢ), and summing over i gives the single-mode bound. For K ⪰ 0 the diagonal entries Kᵢᵢ are non-negative, so dᵢ + Kᵢᵢ > 0, and

    Sᵢᵢ² ≤ dᵢ² + 2 dᵢ Kᵢᵢ ≤ (dᵢ + Kᵢᵢ)²

implies Sᵢᵢ ≤ dᵢ + Kᵢᵢ. Summing gives Tr S ≤ Tr(D + K), that is E ≤ 0.

For the equality cases, K = 0 collapses the window to E = 0. Conversely, E = 0 means Σᵢ (dᵢ + Kᵢᵢ − Sᵢᵢ) = 0 with non-negative terms, so Sᵢᵢ = dᵢ + Kᵢᵢ for each i. Inserting this in the diagonal inequality leaves Kᵢᵢ² ≤ 0. If E = −Tr K / 2, then Tr(S − D) = 0, and a positive semidefinite matrix of zero trace vanishes, so S = D. Then Cᵢᵢ = dᵢ², so dᵢ Kᵢᵢ = 0 and Kᵢᵢ = 0. In both cases Tr K = 0, and K ⪰ 0 forces K = 0.

## The Lean file

```lean
import Mathlib

open Matrix

namespace PlasmonFormula

noncomputable section

variable {n : Type*} [Fintype n] [DecidableEq n]

/-- The diagonal matrix `D^(1/2)` of square roots of the gaps `d i`. -/
def sqrtDiag (d : n → ℝ) : Matrix n n ℝ := diagonal fun i => √(d i)

/-- The direct RPA Casida matrix `D² + 2 D^(1/2) K D^(1/2)` with `D = diag d`. -/
def casida (d : n → ℝ) (K : Matrix n n ℝ) : Matrix n n ℝ :=
  diagonal d * diagonal d + (2 : ℝ) • (sqrtDiag d * K * sqrtDiag d)

/-- `S` is a positive semidefinite square root of the Casida matrix. -/
structure IsPlasmonRoot (d : n → ℝ) (K S : Matrix n n ℝ) : Prop where
  posSemidef : S.PosSemidef
  sq : S * S = casida d K

/-- The plasmon formula `E = (Tr S - Tr D - Tr K) / 2` for the direct RPA energy. -/
def dRPA (d : n → ℝ) (K S : Matrix n n ℝ) : ℝ :=
  (trace S - trace (diagonal d) - trace K) / 2

/-- The plasmon formula for a single mode with gap `d` and coupling `k`. -/
def modeEnergy (d k : ℝ) : ℝ := (√(d ^ 2 + 2 * d * k) - d - k) / 2

/-- If `S` is positive semidefinite, `D` is positive definite and `S² - D²` is positive
semidefinite, then `S - D` is positive semidefinite. -/
theorem sub_posSemidef_of_sq {S D : Matrix n n ℝ} (hS : S.PosSemidef) (hD : D.PosDef)
    (h : (S * S - D * D).PosSemidef) : (S - D).PosSemidef := by
  have hT : (S - D).IsHermitian := hS.isHermitian.sub hD.isHermitian
  rw [hT.posSemidef_iff_eigenvalues_nonneg]
  intro j
  show 0 ≤ hT.eigenvalues j
  obtain ⟨v, hv0, hv⟩ : ∃ v : n → ℝ, v ≠ 0 ∧ (S - D) *ᵥ v = hT.eigenvalues j • v := by
    refine ⟨(hT.eigenvectorBasis j).ofLp, fun h0 => ?_, hT.mulVec_eigenvectorBasis j⟩
    apply hT.eigenvectorBasis.orthonormal.ne_zero j
    ext i
    simpa using congrFun h0 i
  generalize hT.eigenvalues j = μ at hv ⊢
  have hsym : (S - D)ᵀ = S - D := by
    have := hT.eq
    rwa [conjTranspose_eq_transpose_of_trivial] at this
  have hv' : v ᵥ* (S - D) = μ • v :=
    calc v ᵥ* (S - D) = v ᵥ* (S - D)ᵀ := by rw [hsym]
      _ = (S - D) *ᵥ v := vecMul_transpose _ _
      _ = μ • v := hv
  -- S² - D² = S T + T D with T = S - D, tested on the eigenvector of T
  have e : S * S - D * D = S * (S - D) + (S - D) * D := by noncomm_ring
  have k1 : v ⬝ᵥ (S * (S - D)) *ᵥ v = μ * (v ⬝ᵥ S *ᵥ v) := by
    rw [← mulVec_mulVec, hv, mulVec_smul, dotProduct_smul, smul_eq_mul]
  have k2 : v ⬝ᵥ ((S - D) * D) *ᵥ v = μ * (v ⬝ᵥ D *ᵥ v) := by
    rw [← mulVec_mulVec, dotProduct_mulVec v (S - D), hv', smul_dotProduct, smul_eq_mul]
  have h1 : 0 ≤ v ⬝ᵥ (S * S - D * D) *ᵥ v := by simpa using h.dotProduct_mulVec_nonneg v
  have h2 : 0 ≤ v ⬝ᵥ S *ᵥ v := by simpa using hS.dotProduct_mulVec_nonneg v
  have h3 : 0 < v ⬝ᵥ D *ᵥ v := by simpa using hD.dotProduct_mulVec_pos hv0
  rw [e, add_mulVec, dotProduct_add, k1, k2, ← mul_add] at h1
  by_contra hμ
  have := mul_neg_of_neg_of_pos (not_le.mp hμ) (add_pos_of_nonneg_of_pos h2 h3)
  linarith

variable {d : n → ℝ} {K S : Matrix n n ℝ}

/-- For positive gaps the diagonal of the Casida matrix is `d_i² + 2 d_i K_ii`. -/
theorem casida_diag (hd : ∀ i, 0 < d i) (K : Matrix n n ℝ) (i : n) :
    casida d K i i = d i ^ 2 + 2 * d i * K i i := by
  have hs := Real.mul_self_sqrt (hd i).le
  simp only [casida, sqrtDiag, Matrix.add_apply, Matrix.smul_apply, mul_diagonal, diagonal_mul,
    diagonal_apply_eq, smul_eq_mul]
  linear_combination 2 * K i i * hs

/-- For positive gaps the diagonal elements of the root obey `S_ii² ≤ d_i² + 2 d_i K_ii`. -/
theorem root_diag_sq_le (hd : ∀ i, 0 < d i) (h : IsPlasmonRoot d K S) (i : n) :
    S i i ^ 2 ≤ d i ^ 2 + 2 * d i * K i i := by
  have hs : ∀ j, S j i = S i j := fun j => by simpa using h.posSemidef.isHermitian.apply i j
  rw [← casida_diag hd, ← h.sq, mul_apply]
  -- one term of the sum of squares ∑ j, S_ij²
  calc S i i ^ 2 = S i i * S i i := pow_two _
    _ ≤ ∑ j, S i j * S j i :=
      Finset.single_le_sum (f := fun j => S i j * S j i)
        (fun j _ => by
          show 0 ≤ S i j * S j i
          rw [hs j]
          exact mul_self_nonneg _) (Finset.mem_univ i)

/-- For positive gaps and positive semidefinite coupling, `S_ii ≤ d_i + K_ii`. -/
theorem root_diag_le (hd : ∀ i, 0 < d i) (hK : K.PosSemidef) (h : IsPlasmonRoot d K S) (i : n) :
    S i i ≤ d i + K i i := by
  have hk : 0 ≤ K i i := hK.diag_nonneg
  have h1 := root_diag_sq_le hd h i
  have h2 := hd i
  by_contra hc
  have hc' := not_le.mp hc
  have h3 : 0 < S i i + (d i + K i i) := by linarith
  nlinarith [mul_pos (sub_pos.mpr hc') h3, sq_nonneg (K i i)]

/-- With positive gaps and positive semidefinite coupling, the root minus `D` is positive
semidefinite. -/
theorem root_sub_posSemidef (hd : ∀ i, 0 < d i) (hK : K.PosSemidef)
    (h : IsPlasmonRoot d K S) : (S - diagonal d).PosSemidef := by
  have hD : (diagonal d).PosDef := Matrix.PosDef.diagonal hd
  have hH : (sqrtDiag d)ᴴ = sqrtDiag d := by simp [sqrtDiag]
  have hM := hK.conjTranspose_mul_mul_same (sqrtDiag d)
  rw [hH] at hM
  refine sub_posSemidef_of_sq h.posSemidef hD ?_
  rw [h.sq, casida, add_sub_cancel_left, two_smul]
  exact hM.add hM

/-- For positive gaps and positive semidefinite coupling, `S - D` is positive semidefinite,
`Tr S ≤ Tr (D + K)`, and the direct RPA energy satisfies `-Tr K / 2 ≤ E ≤ 0`. -/
theorem dRPA_bounds (hd : ∀ i, 0 < d i) (hK : K.PosSemidef) (h : IsPlasmonRoot d K S) :
    (S - diagonal d).PosSemidef ∧ trace S ≤ trace (diagonal d + K) ∧
      -trace K / 2 ≤ dRPA d K S ∧ dRPA d K S ≤ 0 := by
  have h1 := root_sub_posSemidef hd hK h
  have h2 : trace S ≤ trace (diagonal d + K) := by
    unfold Matrix.trace
    exact Finset.sum_le_sum fun i _ => by simpa using root_diag_le hd hK h i
  have h3 : 0 ≤ trace (S - diagonal d) := h1.trace_nonneg
  refine ⟨h1, h2, ?_, ?_⟩
  · rw [trace_sub] at h3
    unfold dRPA
    linarith
  · rw [trace_add] at h2
    unfold dRPA
    linarith

/-- For positive gaps the direct RPA energy is at most the sum of the single-mode energies with gaps
`d_i` and couplings `K_ii`. -/
theorem dRPA_le_sum_modeEnergy (hd : ∀ i, 0 < d i) (h : IsPlasmonRoot d K S) :
    dRPA d K S ≤ ∑ i, modeEnergy (d i) (K i i) := by
  have h1 : ∑ i, S i i ≤ ∑ i, √(d i ^ 2 + 2 * d i * K i i) :=
    Finset.sum_le_sum fun i _ => (le_abs_self _).trans (Real.abs_le_sqrt (root_diag_sq_le hd h i))
  simp only [dRPA, modeEnergy, Matrix.trace, diag_apply, diagonal_apply_eq, ← Finset.sum_div,
    Finset.sum_sub_distrib]
  linarith

/-- For positive gaps and positive semidefinite coupling, the direct RPA energy vanishes exactly
when the coupling matrix vanishes. -/
theorem dRPA_eq_zero_iff (hd : ∀ i, 0 < d i) (hK : K.PosSemidef) (h : IsPlasmonRoot d K S) :
    dRPA d K S = 0 ↔ K = 0 := by
  constructor
  · intro hE
    have hsum : ∑ i, (d i + K i i - S i i) = 0 := by
      simp only [dRPA, Matrix.trace, diag_apply, diagonal_apply_eq] at hE
      simp only [Finset.sum_sub_distrib, Finset.sum_add_distrib]
      linarith
    have hz := (Finset.sum_eq_zero_iff_of_nonneg
      (fun i _ => sub_nonneg.mpr (root_diag_le hd hK h i))).mp hsum
    -- S_ii = d_i + K_ii forces K_ii² ≤ 0
    have hk : ∀ i, K i i = 0 := fun i => by
      have e : S i i = d i + K i i := by linarith [hz i (Finset.mem_univ i)]
      have h1 := root_diag_sq_le hd h i
      rw [e] at h1
      have h2 : K i i ^ 2 ≤ 0 := by nlinarith
      exact (pow_eq_zero_iff two_ne_zero).mp (le_antisymm h2 (sq_nonneg _))
    exact hK.trace_eq_zero_iff.mp (by simp [Matrix.trace, hk])
  · intro h0
    obtain ⟨-, -, h1, h2⟩ := dRPA_bounds hd hK h
    have ht : trace K = 0 := by rw [h0, trace_zero]
    linarith

/-- For positive gaps and positive semidefinite coupling, the direct RPA energy equals `-Tr K / 2`
exactly when the coupling matrix vanishes. -/
theorem dRPA_eq_lower_iff (hd : ∀ i, 0 < d i) (hK : K.PosSemidef) (h : IsPlasmonRoot d K S) :
    dRPA d K S = -trace K / 2 ↔ K = 0 := by
  obtain ⟨h0, -, h1, h2⟩ := dRPA_bounds hd hK h
  constructor
  · intro hE
    have ht : trace (S - diagonal d) = 0 := by
      rw [trace_sub]
      unfold dRPA at hE
      linarith
    -- a positive semidefinite matrix with zero trace vanishes, so S = D
    have hSD : S = diagonal d := sub_eq_zero.mp (h0.trace_eq_zero_iff.mp ht)
    have hk : ∀ i, K i i = 0 := fun i => by
      have e := casida_diag hd K i
      rw [← h.sq, hSD, mul_diagonal, diagonal_apply_eq] at e
      have e' : d i * K i i = 0 := by linarith
      exact (mul_eq_zero.mp e').resolve_left (hd i).ne'
    exact hK.trace_eq_zero_iff.mp (by simp [Matrix.trace, hk])
  · intro hK0
    have ht : trace K = 0 := by rw [hK0, trace_zero]
    linarith

/-- Two coupled modes with gaps `1, 4`: the coupling `[[32,15],[15,8]]` is positive
semidefinite, `[[7,4],[4,8]]` is a root of the Casida matrix, and the energy is `-15`. -/
theorem plasmon_witness :
    (!![32, 15; 15, 8] : Matrix (Fin 2) (Fin 2) ℝ).PosSemidef ∧
      IsPlasmonRoot ![1, 4] !![32, 15; 15, 8] !![7, 4; 4, 8] ∧
      dRPA ![1, 4] !![32, 15; 15, 8] !![7, 4; 4, 8] = -15 := by
  have h4 : √(4 : ℝ) = 2 := by
    rw [show (4 : ℝ) = 2 ^ 2 by norm_num, Real.sqrt_sq (by norm_num)]
  have hR : sqrtDiag ![1, 4] = !![1, 0; 0, 2] := by
    ext i j; fin_cases i <;> fin_cases j <;> simp [sqrtDiag, h4]
  have hD : diagonal (![1, 4] : Fin 2 → ℝ) = !![1, 0; 0, 4] := by
    ext i j; fin_cases i <;> fin_cases j <;> simp
  refine ⟨?_, ⟨?_, ?_⟩, ?_⟩
  · refine posSemidef_iff_dotProduct_mulVec.mpr
      ⟨Matrix.IsHermitian.ext fun i j => by fin_cases i <;> fin_cases j <;> simp, fun x => ?_⟩
    simp [dotProduct, mulVec, Fin.sum_univ_two]
    nlinarith [sq_nonneg (2 * x 0 + x 1), sq_nonneg (x 0), sq_nonneg (x 1)]
  · refine posSemidef_iff_dotProduct_mulVec.mpr
      ⟨Matrix.IsHermitian.ext fun i j => by fin_cases i <;> fin_cases j <;> simp, fun x => ?_⟩
    simp [dotProduct, mulVec, Fin.sum_univ_two]
    nlinarith [sq_nonneg (x 0 + x 1), sq_nonneg (x 0), sq_nonneg (x 1)]
  · rw [casida, hR, hD]
    ext i j
    fin_cases i <;> fin_cases j <;> simp [Matrix.mul_apply, Fin.sum_univ_two] <;> norm_num
  · rw [dRPA, hD]
    simp [trace_fin_two]
    norm_num

end

end PlasmonFormula
```

```lean
#print axioms PlasmonFormula.dRPA_bounds
#print axioms PlasmonFormula.dRPA_le_sum_modeEnergy
#print axioms PlasmonFormula.dRPA_eq_zero_iff
#print axioms PlasmonFormula.dRPA_eq_lower_iff
```

```
'PlasmonFormula.dRPA_bounds' depends on axioms: [propext, Classical.choice, Quot.sound]
'PlasmonFormula.dRPA_le_sum_modeEnergy' depends on axioms: [propext, Classical.choice, Quot.sound]
'PlasmonFormula.dRPA_eq_zero_iff' depends on axioms: [propext, Classical.choice, Quot.sound]
'PlasmonFormula.dRPA_eq_lower_iff' depends on axioms: [propext, Classical.choice, Quot.sound]
```

## Definitions, hypotheses and lemmas

The finite type `n` indexes the pairs, `d : n → ℝ` holds the gaps, and `diagonal d` is D. The definitions `sqrtDiag`, `casida`, `dRPA` and `modeEnergy` are D^(1/2), C, E and ε. The hypothesis `hd` is dᵢ > 0 for all i, and `hK : K.PosSemidef` is K ⪰ 0, which in Mathlib includes symmetry. The root enters through `IsPlasmonRoot d K S`, whose two fields say S ⪰ 0 and `S * S = casida d K`. The theorem `dRPA_bounds` concludes the four statements of the window; `dRPA_eq_zero_iff` and `dRPA_eq_lower_iff` are the equality cases; `dRPA_le_sum_modeEnergy` takes `hd` and the root but no `hK`. Lean's real square root returns zero on negative arguments, which does not affect that bound, because `root_diag_sq_le` makes each radicand at least Sᵢᵢ².

The lemma `sub_posSemidef_of_sq` is the eigenvector argument, for any positive definite real D, diagonal or not. It reduces the goal to non-negative eigenvalues, takes v from the orthonormal eigenbasis of T and keeps only T v = μ v and v ≠ 0. The splitting S T + T D is `e`, proved by `noncomm_ring`; `k1` and `k2` pull μ out on the right and on the left, the latter through the left-eigenvector equation `hv'`; the closing contradiction multiplies a negative μ by the positive bracket. The lemma `root_sub_posSemidef` supplies its third hypothesis through `conjTranspose_mul_mul_same`, which is the substitution y = D^(1/2) x.

On the diagonal side, `casida_diag` uses √dᵢ · √dᵢ = dᵢ in a `linear_combination`, and `root_diag_sq_le` keeps one term of the sum of squares by `Finset.single_le_sum`. In `root_diag_le` the assumption Sᵢᵢ > dᵢ + Kᵢᵢ makes (Sᵢᵢ − dᵢ − Kᵢᵢ)(Sᵢᵢ + dᵢ + Kᵢᵢ) positive, and `nlinarith` sets that against the diagonal inequality. The single-mode theorem takes the root with `Real.abs_le_sqrt`. In both equality theorems the conclusion K = 0 comes from `trace_eq_zero_iff` applied to K. The theorem `plasmon_witness` states that the two-mode K is positive semidefinite, that the given S is a root, and that E = −15.

## Limits of the guarantee

The theorems hold for every finite index type, including a single mode and the empty set, where all traces vanish, and for every S that satisfies `IsPlasmonRoot`. The root is a hypothesis: its existence for K ⪰ 0, and its uniqueness whenever it exists, are standard linear algebra but are not among the theorems, and neither are the reading of Tr S as a sum of excitation energies, the reduction from the blocks A and B to C, or the decimal value of the single-mode sum above. The plasmon formula is taken as the definition of E, so nothing is said about its agreement with a frequency-integral evaluation or about the distance of E from the exact correlation energy.

Positivity of K is assumed, not derived from Coulomb integrals. A coupling assembled as L Lᵀ from a real factor L, as in density fitting, is positive semidefinite by construction, whereas one obtained by discarding small entries may not be; in that event, provided C has a positive semidefinite root, the single-mode theorem still applies. It gives E ≤ 0 as well, by a step that is not among the theorems: each radicand dᵢ² + 2 dᵢ Kᵢᵢ is non-negative, so Kᵢᵢ ≥ −dᵢ/2, hence dᵢ + Kᵢᵢ > 0 and ε(dᵢ, Kᵢᵢ) ≤ 0. Without K ⪰ 0, the statement S − D ⪰ 0 and the lower bound are no longer guaranteed. An algebraic example, with a negative diagonal entry that no Coulomb self-energy can have, is a single mode with d = 1 and K = −3/8: it has S = 1/2 and E = −1/16, below −Tr K / 2 = 3/16. Vanishing or negative gaps, complex orbitals, and kernels with Hartree–Fock exchange, for which A − B is no longer the diagonal D, fall outside the hypotheses. All arithmetic is exact. A floating-point S satisfies S² = C only approximately and E can suffer cancellation among the traces, so the assertions need a tolerance, and the theorems do not supply one.
